# Antisymmetrisation never raises the unnormalised diagonal thermal density of free fermions

A path-integral calculation for N fermions adds N! exchange terms with alternating signs. Suppose it returns a negative density at some configuration, or one larger than the identity term alone. Bounds on the exact sum help to tell whether such a value can be physics or must be a numerical error. The signs alone do not settle it: for three fermions of the same spin close together, the three even permutations add up to nearly three times the identity term, and only the odd ones bring the sum down again.

For non-interacting fermions the exact sum is real, nonnegative and at most the identity term, which is the density of distinguishable particles. The sum is a determinant, so the argument begins with positive semidefinite matrices. In the code, `n` is a finite type that labels the particles, and N is its number of elements.

In Lean 4 with Mathlib:

```lean
import Mathlib

open Matrix
open scoped ComplexOrder

namespace ExchangeHole

noncomputable section

variable {n : Type*} [Fintype n] [DecidableEq n]
```

## Unit diagonal: the determinant is at most one

Let B be a positive semidefinite Hermitian matrix with every Bᵢᵢ = 1, and let λᵢ ≥ 0 be its eigenvalues. The trace is N, so

∑ᵢ (λᵢ − 1) = 0.

The exponential lies above its tangent, which gives λ ≤ exp(λ − 1), with equality only at λ = 1. All factors are nonnegative, so the inequalities may be multiplied:

det B = ∏ᵢ λᵢ ≤ ∏ᵢ exp(λᵢ − 1) = exp(0) = 1.

If det B = 1, no eigenvalue is zero. A single λᵢ ≠ 1 would then make the product strictly smaller than one. Hence every eigenvalue is one, and diagonalising B shows that B is the identity.

The theorem states both parts, the bound and the equality case, for the real part `B.det.re`. `PosSemidef` includes Hermiticity. In the proof, `hsum` is the trace condition, `hle` the tangent inequality and `hexp` the product of exponentials. The last lines put the eigenvalues, now all one, into the spectral theorem.

```lean
/-- A positive semidefinite matrix with unit diagonal has determinant at most one,
and only the identity matrix reaches one. -/
theorem det_le_one_of_unit_diagonal {B : Matrix n n ℂ} (hB : B.PosSemidef)
    (h1 : ∀ i, B i i = 1) : B.det.re ≤ 1 ∧ (B.det.re = 1 → B = 1) := by
  have hdet : B.det = ((∏ i, hB.1.eigenvalues i : ℝ) : ℂ) := by
    rw [Complex.ofReal_prod]
    exact hB.1.det_eq_prod_eigenvalues
  have hre : B.det.re = ∏ i, hB.1.eigenvalues i := by
    rw [hdet, Complex.ofReal_re]
  -- the trace fixes the mean eigenvalue to one
  have hsum : ∑ i, (hB.1.eigenvalues i - 1) = 0 := by
    have ht : B.trace = ∑ i, ((hB.1.eigenvalues i : ℝ) : ℂ) :=
      hB.1.trace_eq_sum_eigenvalues
    have hc : B.trace = (Fintype.card n : ℂ) := by simp [Matrix.trace, h1]
    rw [hc] at ht
    have hr : (Fintype.card n : ℝ) = ∑ i, hB.1.eigenvalues i := by exact_mod_cast ht
    rw [Finset.sum_sub_distrib, ← hr]
    simp
  have hexp : ∏ i, Real.exp (hB.1.eigenvalues i - 1) = 1 := by
    rw [← Real.exp_sum, hsum, Real.exp_zero]
  have hle : ∀ i, hB.1.eigenvalues i ≤ Real.exp (hB.1.eigenvalues i - 1) := fun i => by
    linarith [Real.add_one_le_exp (hB.1.eigenvalues i - 1)]
  refine ⟨?_, fun h => ?_⟩
  · rw [hre, ← hexp]
    exact Finset.prod_le_prod (fun i _ => hB.eigenvalues_nonneg i) (fun i _ => hle i)
  · rw [hre] at h
    have hpos : ∀ i, 0 < hB.1.eigenvalues i := fun i => by
      refine lt_of_le_of_ne (hB.eigenvalues_nonneg i) fun h0 => ?_
      rw [Finset.prod_eq_zero (Finset.mem_univ i) h0.symm] at h
      exact zero_ne_one h
    -- an eigenvalue different from one would make the product strictly smaller
    have hone : hB.1.eigenvalues = fun _ => 1 := by
      funext i
      by_contra hi
      have hlt : hB.1.eigenvalues i < Real.exp (hB.1.eigenvalues i - 1) := by
        linarith [Real.add_one_lt_exp (sub_ne_zero.2 hi)]
      have := Finset.prod_lt_prod (fun j _ => hpos j) (fun j _ => hle j)
        ⟨i, Finset.mem_univ i, hlt⟩
      rw [h, hexp] at this
      exact lt_irrefl _ this
    have hs := hB.1.spectral_theorem
    rw [hone] at hs
    simpa [Function.comp_def] using hs
```

## Scaling a positive diagonal to one

If every Aᵢᵢ is positive, define

Cᵢⱼ = Aᵢⱼ / √(Aᵢᵢ Aⱼⱼ).

The code calls this matrix `coherence`. In much of the literature a coherence is an off-diagonal element of the density matrix itself; here the word means the normalised matrix, diagonal included.

```lean
/-- The matrix `A i j / √(A i i * A j j)` of normalised coherences, for a matrix with
positive diagonal. -/
def coherence (A : Matrix n n ℂ) : Matrix n n ℂ := fun i j =>
  (((√(A i i).re)⁻¹ : ℝ) : ℂ) * A i j * (((√(A j j).re)⁻¹ : ℝ) : ℂ)
```

With D the diagonal matrix of entries 1/√Aᵢᵢ, we have C = D A D. For any vector z,

z†Cz = (Dz)†A(Dz) ≥ 0,

so C is positive semidefinite. Its diagonal entries are Aᵢᵢ/Aᵢᵢ = 1. Taking determinants gives det C = det A / ∏ᵢ Aᵢᵢ, or

det A = det C · ∏ᵢ Aᵢᵢ.

These are the three conclusions of `coherence_spec`. The factorisation C = D A D is `hC`, and `hP` records that the scaling factors cancel the product of the diagonal entries.

```lean
/-- For a positive semidefinite matrix with positive diagonal, the normalised coherences form
a positive semidefinite matrix with unit diagonal, and the determinant factorises into theirs
times the product of the diagonal entries. -/
theorem coherence_spec {A : Matrix n n ℂ} (hA : A.PosSemidef) (hpos : ∀ i, 0 < (A i i).re) :
    (coherence A).PosSemidef ∧ (∀ i, coherence A i i = 1) ∧
      A.det.re = (coherence A).det.re * ∏ i, (A i i).re := by
  have key : ∀ s a : ℝ, s ≠ 0 → s * s = a → s⁻¹ * a * s⁻¹ = 1 := by
    rintro s a hs rfl
    field_simp
  have hr : ∀ i, (√(A i i).re)⁻¹ * (A i i).re * (√(A i i).re)⁻¹ = 1 := fun i =>
    key _ _ (Real.sqrt_pos.2 (hpos i)).ne' (Real.mul_self_sqrt (hpos i).le)
  have hC : coherence A = diagonal (fun i => (((√(A i i).re)⁻¹ : ℝ) : ℂ)) * A *
      diagonal (fun i => (((√(A i i).re)⁻¹ : ℝ) : ℂ)) := by
    ext i j
    rw [Matrix.mul_diagonal, Matrix.diagonal_mul]
    rfl
  refine ⟨?_, fun i => ?_, ?_⟩
  · have hstar : (diagonal (fun i => (((√(A i i).re)⁻¹ : ℝ) : ℂ)))ᴴ =
        diagonal (fun i => (((√(A i i).re)⁻¹ : ℝ) : ℂ)) := by
      rw [Matrix.diagonal_conjTranspose]
      congr 1
      funext i
      exact Complex.conj_ofReal _
    have h := hA.conjTranspose_mul_mul_same
      (diagonal (fun i => (((√(A i i).re)⁻¹ : ℝ) : ℂ)))
    rw [hstar] at h
    rw [hC]
    exact h
  · have hre : ((A i i).re : ℂ) = A i i := Complex.conj_eq_iff_re.1 (hA.1.apply i i)
    calc coherence A i i = (((√(A i i).re)⁻¹ : ℝ) : ℂ) * ((A i i).re : ℂ) *
          (((√(A i i).re)⁻¹ : ℝ) : ℂ) := by rw [hre]; rfl
      _ = 1 := by exact_mod_cast hr i
  · have hP : (∏ i, (√(A i i).re)⁻¹) * (∏ i, (A i i).re) * (∏ i, (√(A i i).re)⁻¹) = 1 := by
      rw [← Finset.prod_mul_distrib, ← Finset.prod_mul_distrib]
      exact Finset.prod_eq_one fun i _ => hr i
    rw [hC, det_mul, det_mul, det_diagonal, ← Complex.ofReal_prod,
      Complex.re_mul_ofReal, Complex.re_ofReal_mul]
    linear_combination (-A.det.re) * hP
```

## Hadamard's inequality for positive semidefinite matrices

The determinant of a positive semidefinite A is a product of nonnegative eigenvalues, hence real and nonnegative. For the upper bound there are two cases.

If the diagonal is positive, the two previous results give det A = det C · ∏ᵢ Aᵢᵢ ≤ ∏ᵢ Aᵢᵢ.

If some Aᵢᵢ = 0, let eᵢ be the corresponding unit vector and write A = M†M. Then

0 = eᵢ†Aeᵢ = ‖Meᵢ‖²,

so Meᵢ = 0 and Aeᵢ = 0. Column i of A vanishes, and det A = 0 = ∏ᵢ Aᵢᵢ.

The proof makes the same case distinction with `by_cases`, and `hz` is the statement Aeᵢ = 0. Hadamard's name is also attached to the bound on |det M| by the product of the column lengths of an arbitrary square matrix M. That version follows by applying the present one to M†M, a step not taken here.

```lean
/-- Hadamard's inequality: the determinant of a positive semidefinite Hermitian matrix is real,
nonnegative and at most the product of the diagonal entries. -/
theorem hadamard {A : Matrix n n ℂ} (hA : A.PosSemidef) :
    A.det.im = 0 ∧ 0 ≤ A.det.re ∧ A.det.re ≤ ∏ i, (A i i).re := by
  have hd := Complex.nonneg_iff.1 hA.det_nonneg
  have hdiag : ∀ i, 0 ≤ (A i i).re ∧ 0 = (A i i).im := fun i =>
    Complex.nonneg_iff.1 hA.diag_nonneg
  refine ⟨hd.2.symm, hd.1, ?_⟩
  by_cases hpos : ∀ i, 0 < (A i i).re
  · obtain ⟨hC, h1, hdet⟩ := coherence_spec hA hpos
    rw [hdet]
    exact mul_le_of_le_one_left (Finset.prod_nonneg fun i _ => (hdiag i).1)
      (det_le_one_of_unit_diagonal hC h1).1
  · -- a vanishing diagonal entry forces its whole column to vanish
    obtain ⟨i, hi⟩ := not_forall.1 hpos
    have h0 : A i i = 0 := Complex.ext (le_antisymm (not_lt.1 hi) (hdiag i).1) (hdiag i).2.symm
    have hz : A *ᵥ Pi.single i 1 = 0 := by
      refine (hA.dotProduct_mulVec_zero_iff _).1 (Finset.sum_eq_zero fun j _ => ?_)
      rcases eq_or_ne j i with rfl | hj
      · simp [h0]
      · simp [hj]
    have hdet : A.det = 0 :=
      det_eq_zero_of_column_eq_zero i fun k => by simpa using congrFun hz k
    rw [hdet, Complex.zero_re]
    exact Finset.prod_nonneg fun i _ => (hdiag i).1
```

## Equality means a diagonal matrix

Let the diagonal be positive. If det A = ∏ᵢ Aᵢᵢ, then det C = 1, so C is the identity. Since Cᵢⱼ is Aᵢⱼ times nonzero factors, Aᵢⱼ = 0 for i ≠ j. Conversely, if the off-diagonal entries vanish, C is the identity and the two sides agree.

Positivity of all diagonal entries but one would not be enough for three particles. A 2×2 block of ones, bordered by a row and column of zeros, has determinant and diagonal product both zero, yet it is not diagonal.

```lean
/-- For a positive semidefinite matrix with positive diagonal, equality holds in Hadamard's
inequality exactly when all off-diagonal entries vanish. -/
theorem hadamard_eq_iff {A : Matrix n n ℂ} (hA : A.PosSemidef) (hpos : ∀ i, 0 < (A i i).re) :
    A.det.re = ∏ i, (A i i).re ↔ ∀ i j, i ≠ j → A i j = 0 := by
  obtain ⟨hC, h1, hdet⟩ := coherence_spec hA hpos
  have hP : ∏ i, (A i i).re ≠ 0 := (Finset.prod_pos fun i _ => hpos i).ne'
  constructor
  · intro h i j hij
    rw [hdet] at h
    have hone := (det_le_one_of_unit_diagonal hC h1).2 (mul_eq_right₀ hP |>.1 h)
    have hz : coherence A i j = 0 := by rw [hone, Matrix.one_apply_ne hij]
    have hs : ∀ k, (((√(A k k).re)⁻¹ : ℝ) : ℂ) ≠ 0 := fun k =>
      Complex.ofReal_ne_zero.2 (inv_ne_zero (Real.sqrt_pos.2 (hpos k)).ne')
    exact (mul_eq_zero.1 ((mul_eq_zero.1 hz).resolve_right (hs j))).resolve_left (hs i)
  · intro h
    have hone : coherence A = 1 := by
      ext i j
      rcases eq_or_ne i j with rfl | hij
      · rw [h1, Matrix.one_apply_eq]
      · rw [Matrix.one_apply_ne hij, coherence, h i j hij, mul_zero, zero_mul]
    rw [hdet, hone, det_one, Complex.one_re, one_mul]
```

## The thermal density matrix as an overlap

Let h be the one-particle Hamiltonian and β the inverse temperature. Since h is self-adjoint, the propagator can be split in half:

ρ(x,y) = ⟨x|e^(−βh)|y⟩ = ⟨v(x)|v(y)⟩, v(x) = e^(−βh/2)|x⟩.

In the code, `X` is the set of position labels, which may include spin. The letter `H` denotes the space of states, not a Hamiltonian; it is any complex inner product space, so infinitely many modes are allowed. The map `v` is arbitrary. The step left to the physicist is to show that, for a given h, the half-propagated position states are normalisable vectors whose overlaps give ρ.

```lean
variable {X H : Type*} [NormedAddCommGroup H] [InnerProductSpace ℂ H]

/-- The overlap `⟨v x|v y⟩`. For the half-propagated position states `v x = e^{-βh/2}|x⟩` it is the
one-particle density matrix `ρ(x,y) = ⟨x|e^{-βh}|y⟩`. -/
def thermalKernel (v : X → H) (x y : X) : ℂ := inner ℂ (v x) (v y)
```

## Exchange sum and identity term

For non-interacting particles the N-body propagator is a product of one-particle propagators. Antisymmetrising it gives, at positions x(1), …, x(N), the diagonal density

(1/N!) ∑_σ sgn(σ) ∏ᵢ ρ(x(σ(i)), x(i)),

where σ runs over all permutations. The definition omits the factor 1/N!.

```lean
/-- Diagonal density of free fermions at positions `x`: the signed sum over all exchanges,
without the factor `1/N!`. -/
def fermionDensity (ρ : X → X → ℂ) (x : n → X) : ℂ :=
  ∑ σ : Equiv.Perm n, ((Equiv.Perm.sign σ : ℤ) : ℂ) * ∏ i, ρ (x (σ i)) (x i)
```

In the sum without 1/N!, the identity permutation contributes ∏ᵢ ρ(x(i), x(i)). This is the full diagonal density of distinguishable particles, which carries no factor 1/N!. The results below therefore compare N! times the fermion density with the distinguishable density; the upper bound remains true when the factor is restored. Neither density is divided by its partition function.

```lean
/-- Diagonal density of distinguishable free particles at positions `x`: the product of the
one-particle densities, which is the identity term of the sum in `fermionDensity`. -/
def distinguishableDensity (ρ : X → X → ℂ) (x : n → X) : ℂ := ∏ i, ρ (x i) (x i)
```

The signed sum is the Leibniz formula for the determinant of the matrix with entries ρ(x(i), x(j)). The proof expands the determinant and finds the definition.

```lean
/-- The free-fermion density is the determinant of the one-particle density matrix taken
between the particle positions. -/
theorem fermionDensity_eq_det (ρ : X → X → ℂ) (x : n → X) :
    fermionDensity ρ x = (Matrix.of fun i j => ρ (x i) (x j)).det := by
  rw [det_apply']
  rfl
```

This matrix is positive semidefinite, because for any complex coefficients cᵢ

∑ᵢⱼ cᵢ* ρ(x(i), x(j)) cⱼ = ‖∑ⱼ cⱼ v(x(j))‖² ≥ 0.

It is the Gram matrix of the vectors v(x(i)), and Mathlib's theorem on Gram matrices supplies the result.

```lean
omit [DecidableEq n] in
/-- The one-particle thermal density matrix between any particle positions is positive
semidefinite. -/
theorem thermalKernel_posSemidef (v : X → H) (x : n → X) :
    (Matrix.of fun i j => thermalKernel v (x i) (x j)).PosSemidef :=
  Matrix.posSemidef_gram ..
```

Each diagonal element ρ(x(i), x(i)) = ‖v(x(i))‖² is real. The real part of the distinguishable density is therefore the product of the real one-particle densities, the form in which Hadamard's inequality has its right-hand side.

```lean
omit [DecidableEq n] in
/-- The real part of the distinguishable-particle density is the product of the real parts of the
one-particle densities. -/
theorem distinguishableDensity_re (v : X → H) (x : n → X) :
    (distinguishableDensity (thermalKernel v) x).re =
      ∏ i, (thermalKernel v (x i) (x i)).re := by
  have h : distinguishableDensity (thermalKernel v) x =
      ((∏ i, (thermalKernel v (x i) (x i)).re : ℝ) : ℂ) := by
    rw [Complex.ofReal_prod]
    exact Finset.prod_congr rfl fun i _ =>
      (Complex.conj_eq_iff_re.1 (inner_conj_symm (v (x i)) (v (x i)))).symm
  rw [h, Complex.ofReal_re]
```

## The exchange hole inequality

Applying Hadamard's inequality to the Gram matrix gives

0 ≤ ∑_σ sgn(σ) ∏ᵢ ρ(x(σ(i)), x(i)) ≤ ∏ᵢ ρ(x(i), x(i)).

The theorem says this for every map `v` and every configuration `x`, coinciding positions included. Its three conclusions are a vanishing imaginary part, the lower bound and the upper bound. The proof rewrites both densities and calls `hadamard`.

In path-integral simulation of non-interacting fermions, the permutation sum at given positions, integrated over all paths, must lie between these bounds up to the remaining numerical error. The bounds do not apply to the contribution of a single set of paths, which can be negative. The comparison concerns unnormalised densities: once each is divided by its own partition function, the fermion density can be the larger one at some configurations.

```lean
/-- Exchange hole inequality: the diagonal density of free fermions is real, nonnegative and
never above the distinguishable-particle value. -/
theorem exchange_hole (v : X → H) (x : n → X) :
    (fermionDensity (thermalKernel v) x).im = 0 ∧
      0 ≤ (fermionDensity (thermalKernel v) x).re ∧
      (fermionDensity (thermalKernel v) x).re ≤
        (distinguishableDensity (thermalKernel v) x).re := by
  rw [fermionDensity_eq_det, distinguishableDensity_re]
  exact hadamard (thermalKernel_posSemidef v x)
```

## When exchange has no effect

Suppose that v(x(i)) ≠ 0 for every i, so that each particle sits where the one-particle density is nonzero. A position at an impenetrable wall, for instance, is excluded. Then ρ(x(i), x(i)) = ‖v(x(i))‖² > 0, and the equality case for matrices applies: the fermion density, without its factor 1/N!, equals the distinguishable one exactly when

ρ(x(i), x(j)) = 0 for all i ≠ j.

The proof derives the positive diagonal from `hv` and then uses `hadamard_eq_iff`.

```lean
/-- Where every one-particle density is nonzero, the fermion density without its factor `1/N!`
equals the distinguishable-particle value exactly when the one-particle density matrix vanishes
between the positions of any two different particles. -/
theorem exchange_hole_eq_iff (v : X → H) (x : n → X) (hv : ∀ i, v (x i) ≠ 0) :
    (fermionDensity (thermalKernel v) x).re = (distinguishableDensity (thermalKernel v) x).re ↔
      ∀ i j, i ≠ j → thermalKernel v (x i) (x j) = 0 := by
  rw [fermionDensity_eq_det, distinguishableDensity_re]
  refine hadamard_eq_iff (thermalKernel_posSemidef v x) fun i => ?_
  have h : (inner ℂ (v (x i)) (v (x i))).re = ‖v (x i)‖ ^ 2 :=
    inner_self_eq_norm_sq (𝕜 := ℂ) (v (x i))
  change 0 < (inner ℂ (v (x i)) (v (x i))).re
  rw [h]
  exact pow_pos (norm_pos_iff.2 (hv i)) 2
```

## The hole for two fermions

For two particles at x and y there are two permutations. Since ρ(y,x) is the complex conjugate of ρ(x,y), the sum is

ρ(x,x) ρ(y,y) − ρ(x,y) ρ(y,x) = ρ(x,x) ρ(y,y) − |ρ(x,y)|².

The hole is the subtracted term |ρ(x,y)|². In electronic structure theory the exchange hole is usually a normalised quantity derived from the pair density; here it is the deficit of the unnormalised two-particle density. At y = x the deficit equals the whole distinguishable density, and the fermion density vanishes, as the Pauli principle requires.

The theorem is an identity between complex numbers, with `![x, y]` as the two-particle configuration. Its proof expands the 2×2 determinant and uses the conjugate symmetry of the inner product, stated as `h`.

```lean
/-- For two free fermions the diagonal density, without the factor `1/2!`, is the product of the
one-particle densities minus the squared modulus of the one-particle density matrix between their
positions. -/
theorem two_fermion_hole (v : X → H) (x y : X) :
    fermionDensity (thermalKernel v) ![x, y] =
      thermalKernel v x x * thermalKernel v y y - ((‖thermalKernel v x y‖ ^ 2 : ℝ) : ℂ) := by
  have h : thermalKernel v y x = (starRingEnd ℂ) (thermalKernel v x y) :=
    (inner_conj_symm (v y) (v x)).symm
  rw [fermionDensity_eq_det, det_fin_two, ← Complex.normSq_eq_norm_sq, ← Complex.mul_conj, ← h]
  rfl

end

end ExchangeHole
```

```lean
#print axioms ExchangeHole.fermionDensity_eq_det
-- 'ExchangeHole.fermionDensity_eq_det' depends on axioms: [propext, Classical.choice, Quot.sound]
#print axioms ExchangeHole.exchange_hole
-- 'ExchangeHole.exchange_hole' depends on axioms: [propext, Classical.choice, Quot.sound]
#print axioms ExchangeHole.exchange_hole_eq_iff
-- 'ExchangeHole.exchange_hole_eq_iff' depends on axioms: [propext, Classical.choice, Quot.sound]
#print axioms ExchangeHole.two_fermion_hole
-- 'ExchangeHole.two_fermion_hole' depends on axioms: [propext, Classical.choice, Quot.sound]
```
